# In a one-dimensional hard-walled box, a delta well of strength $g > 0$ cannot bring a normalised one-particle state below $-g^2/2$ ($\hbar = m = 1$)

## How deep can the well bind if the wavefunction may have a cusp?

Must a trial wavefunction be smooth at the well, or may its slope jump there? The bound state of a delta well has a cusp, so I don't want a statement that leaves it out. For a real $C^1$ function $f$ on $[a,b]$ with $f(a)=f(b)=0$ and $\int f^2=1$, I expect $f(c)^4\le\int f'^2$ at every $c\in[a,b]$, and hence $\tfrac12\int f'^2-g f(c)^2\ge-g^2/2$ for $g>0$. Can this be made rigorous and machine-checked, with cusps allowed?

## One square on each side of the well

Yes. Give $f$ two continuous slopes, $p$ on $[a,c]$ and $q$ on $[c,b]$, with no condition relating them at $c$; the $C^1$ case is $p=q=f'$. Write
$$N=\int_a^b\|f\|^2,\qquad D=\|f(c)\|^2,\qquad T=\int_a^c\|p\|^2+\int_c^b\|q\|^2 .$$
The energy is $\mathcal E=T/2-gD$, where $g$ stands for the integrated strength of a very short-ranged attraction.

On the left, $2\langle f,p\rangle$ is the derivative of $\|f\|^2$, and $f(a)=0$, so
$$\int_a^c\|p-gf\|^2=\int_a^c\|p\|^2+g^2\int_a^c\|f\|^2-gD .$$
On the right, $f(b)=0$ gives
$$\int_c^b\|q+gf\|^2=\int_c^b\|q\|^2+g^2\int_c^b\|f\|^2-gD .$$
Call the sum of the two left-hand sides $S$. Then $S=T+g^2N-2gD$, which rearranges to
$$\mathcal E=-\tfrac{g^2}{2}N+\tfrac12S\ \ge\ -\tfrac{g^2}{2}N .$$
Thus $Ng^2-2Dg+T\ge0$ for every real $g$. The discriminant $4D^2-4NT$ is therefore not positive, and $D^2\le NT$. Setting $N=1$ gives both claims.

**A tent function.** On $[-1,1]$ with $c=0$, take $f(x)=\sqrt{3/2}\,(1-|x|)$. Then $N=1$, $D=3/2$ and $T=3$, so $D^2=9/4\le3$. For $g=3/2$ the energy is $3/2-9/4=-0.75$, above the bound $-1.125$.

**Sharpness.** For $g>0$, take $f(x)=\sinh(g(L-|x|))$ on $[-L,L]$ with the well at $0$. On the left $p-gf=g\,e^{-g(L+x)}$, and the right side mirrors it up to sign, so
$$S=2\int_0^L g^2e^{-2gy}\,dy\le g .$$
Since $\sinh t\ge t$ for $t\ge0$, the right half alone gives $N\ge g^2L^3/3$. The normalised energy therefore satisfies
$$\frac{\mathcal E}{N}\le-\frac{g^2}{2}+\frac{3}{2gL^3},$$
which comes as close to $-g^2/2$ as desired in a large enough box.

## What the Lean statements say

Wavefunctions take values in a real inner product space `E`. This covers real functions, and also complex or spinor ones with the real part of the inner product. `CuspState f p q a c b` records the walls and the two slopes, with `HasDerivWithinAt` supplying one-sided derivatives at endpoints. `slopeSq` is $T$ and `deltaEnergy` is $\mathcal E$.

`delta_well_stability` is the normalised $C^1$ result, for `c` anywhere in `Icc a b` and `g` of either sign. `CuspState.energy_ge` and `CuspState.density_sq_le` allow cusps and any norm. `delta_well_sharp` says that, when $g>0$, for each `E₀` above $-g^2/2$ some box holds a cusp state with energy below `E₀` times its norm integral; it doesn't say that the bound is sharp in a given box.

The well enters only through the density at $c$: no Hamiltonian operator, spectrum or ground state is constructed. For one particle in one dimension between hard walls, with no potential besides the delta well, the bound is a floor against which variational energies can be checked.

```lean
import Mathlib

open Set MeasureTheory

namespace DeltaWellStability

noncomputable section

variable {E : Type*} [NormedAddCommGroup E] [InnerProductSpace ℝ E]

/-- A wavefunction `f` on the box `[a, b]` that vanishes at both walls, with continuous slope `p`
to the left of the point `c` and continuous slope `q` to the right; a cusp at `c` is allowed. -/
structure CuspState (f p q : ℝ → E) (a c b : ℝ) : Prop where
  le_left : a ≤ c
  le_right : c ≤ b
  deriv_left : ∀ x ∈ Icc a c, HasDerivWithinAt f (p x) (Icc a c) x
  deriv_right : ∀ x ∈ Icc c b, HasDerivWithinAt f (q x) (Icc c b) x
  cont_left : ContinuousOn p (Icc a c)
  cont_right : ContinuousOn q (Icc c b)
  wall_left : f a = 0
  wall_right : f b = 0

/-- The integral of the squared slope over both sides of `c`: twice the kinetic energy. -/
def slopeSq (p q : ℝ → E) (a c b : ℝ) : ℝ :=
  (∫ x in a..c, ‖p x‖ ^ 2) + ∫ x in c..b, ‖q x‖ ^ 2

/-- Energy in a delta well of strength `g` at `c`: kinetic energy minus `g` times the density
at `c`. -/
def deltaEnergy (g : ℝ) (f p q : ℝ → E) (a c b : ℝ) : ℝ :=
  slopeSq p q a c b / 2 - g * ‖f c‖ ^ 2

/-- Completing the square on an interval: the cross term between a wavefunction and its slope
is a difference of boundary densities. -/
theorem integral_slope_sub_sq {u v : ℝ → E} {a b : ℝ} (hab : a ≤ b)
    (hu : ∀ x ∈ Icc a b, HasDerivWithinAt u (v x) (Icc a b) x)
    (hv : ContinuousOn v (Icc a b)) (k : ℝ) :
    ∫ x in a..b, ‖v x - k • u x‖ ^ 2 =
      (∫ x in a..b, ‖v x‖ ^ 2) + k ^ 2 * (∫ x in a..b, ‖u x‖ ^ 2)
        - k * (‖u b‖ ^ 2 - ‖u a‖ ^ 2) := by
  have hc : ContinuousOn u (Icc a b) := fun x hx => (hu x hx).continuousWithinAt
  have hi : IntervalIntegrable (fun x => 2 * inner ℝ (u x) (v x)) volume a b :=
    (continuousOn_const.mul (ContinuousOn.inner (𝕜 := ℝ) hc hv)).intervalIntegrable_of_Icc hab
  -- the density has derivative `2 ⟨u, v⟩`
  have ftc : ∫ x in a..b, 2 * inner ℝ (u x) (v x) = ‖u b‖ ^ 2 - ‖u a‖ ^ 2 :=
    intervalIntegral.integral_eq_sub_of_hasDerivAt_of_le hab (hc.norm.pow 2)
      (fun x hx => ((hu x (Ioo_subset_Icc_self hx)).hasDerivAt
        (Icc_mem_nhds hx.1 hx.2)).norm_sq) hi
  have h1 : IntervalIntegrable (fun x => ‖v x‖ ^ 2) volume a b :=
    (hv.norm.pow 2).intervalIntegrable_of_Icc hab
  have h2 : IntervalIntegrable (fun x => k ^ 2 * ‖u x‖ ^ 2) volume a b :=
    (continuousOn_const.mul (hc.norm.pow 2)).intervalIntegrable_of_Icc hab
  have h12 : IntervalIntegrable (fun x => ‖v x‖ ^ 2 + k ^ 2 * ‖u x‖ ^ 2) volume a b :=
    h1.add h2
  have h3 : IntervalIntegrable (fun x => k * (2 * inner ℝ (u x) (v x))) volume a b :=
    hi.const_mul k
  calc ∫ x in a..b, ‖v x - k • u x‖ ^ 2
      = ∫ x in a..b, (‖v x‖ ^ 2 + k ^ 2 * ‖u x‖ ^ 2 - k * (2 * inner ℝ (u x) (v x))) := by
        refine intervalIntegral.integral_congr fun x _ => ?_
        rw [norm_sub_sq_real, norm_smul, inner_smul_right, real_inner_comm (u x) (v x),
          mul_pow, Real.norm_eq_abs, sq_abs]
        ring
    _ = _ := by
        rw [intervalIntegral.integral_sub h12 h3, intervalIntegral.integral_add h1 h2,
          intervalIntegral.integral_const_mul, intervalIntegral.integral_const_mul, ftc]

/-- The delta-well energy equals `-g²/2` times the norm integral plus half of two integrated
squares, one on each side of the well. -/
theorem CuspState.energy_eq {f p q : ℝ → E} {a c b : ℝ} (h : CuspState f p q a c b) (g : ℝ) :
    deltaEnergy g f p q a c b = -g ^ 2 / 2 * (∫ x in a..b, ‖f x‖ ^ 2) +
      1 / 2 * ((∫ x in a..c, ‖p x - g • f x‖ ^ 2) + ∫ x in c..b, ‖q x + g • f x‖ ^ 2) := by
  have hl := integral_slope_sub_sq h.le_left h.deriv_left h.cont_left g
  have hr := integral_slope_sub_sq h.le_right h.deriv_right h.cont_right (-g)
  simp only [neg_smul, sub_neg_eq_add] at hr
  have cl : ContinuousOn f (Icc a c) := fun x hx => (h.deriv_left x hx).continuousWithinAt
  have cr : ContinuousOn f (Icc c b) := fun x hx => (h.deriv_right x hx).continuousWithinAt
  have hs : (∫ x in a..c, ‖f x‖ ^ 2) + (∫ x in c..b, ‖f x‖ ^ 2) = ∫ x in a..b, ‖f x‖ ^ 2 :=
    intervalIntegral.integral_add_adjacent_intervals
      ((cl.norm.pow 2).intervalIntegrable_of_Icc (μ := volume) h.le_left)
      ((cr.norm.pow 2).intervalIntegrable_of_Icc (μ := volume) h.le_right)
  rw [deltaEnergy, slopeSq, ← hs, hl, hr, h.wall_left, h.wall_right, norm_zero]
  ring

/-- The energy in a delta well of strength `g` is at least `-g²/2` times the norm integral. -/
theorem CuspState.energy_ge {f p q : ℝ → E} {a c b : ℝ} (h : CuspState f p q a c b) (g : ℝ) :
    -g ^ 2 / 2 * (∫ x in a..b, ‖f x‖ ^ 2) ≤ deltaEnergy g f p q a c b := by
  have h1 : 0 ≤ ∫ x in a..c, ‖p x - g • f x‖ ^ 2 :=
    intervalIntegral.integral_nonneg h.le_left fun x _ => by positivity
  have h2 : 0 ≤ ∫ x in c..b, ‖q x + g • f x‖ ^ 2 :=
    intervalIntegral.integral_nonneg h.le_right fun x _ => by positivity
  rw [h.energy_eq g]
  linarith

/-- The squared density at `c` is at most the norm integral times the integral of the squared
slope. -/
theorem CuspState.density_sq_le {f p q : ℝ → E} {a c b : ℝ} (h : CuspState f p q a c b) :
    ‖f c‖ ^ 4 ≤ (∫ x in a..b, ‖f x‖ ^ 2) * slopeSq p q a c b := by
  -- rearranged, the energy bound says that a quadratic in `g` is never negative
  have hd := discrim_le_zero (a := ∫ x in a..b, ‖f x‖ ^ 2) (b := -2 * ‖f c‖ ^ 2)
    (c := slopeSq p q a c b) (fun g => by
      have hg := h.energy_ge g
      unfold deltaEnergy at hg
      linarith)
  unfold discrim at hd
  linarith

/-- Delta-well stability: a normalised continuously differentiable wavefunction vanishing at the
walls has squared density at `c` at most `∫ ‖f'‖²`, and energy at least `-g²/2` in a delta well
of any strength `g` at `c`. -/
theorem delta_well_stability {f f' : ℝ → E} {a b c : ℝ} (hc : c ∈ Icc a b)
    (hf : ∀ x ∈ Icc a b, HasDerivWithinAt f (f' x) (Icc a b) x)
    (hf' : ContinuousOn f' (Icc a b)) (ha : f a = 0) (hb : f b = 0)
    (hnorm : ∫ x in a..b, ‖f x‖ ^ 2 = 1) :
    ‖f c‖ ^ 4 ≤ ∫ x in a..b, ‖f' x‖ ^ 2 ∧
      ∀ g : ℝ, -g ^ 2 / 2 ≤ 1 / 2 * (∫ x in a..b, ‖f' x‖ ^ 2) - g * ‖f c‖ ^ 2 := by
  have sl : Icc a c ⊆ Icc a b := Icc_subset_Icc_right hc.2
  have sr : Icc c b ⊆ Icc a b := Icc_subset_Icc_left hc.1
  have h : CuspState f f' f' a c b :=
    ⟨hc.1, hc.2, fun x hx => (hf x (sl hx)).mono sl, fun x hx => (hf x (sr hx)).mono sr,
      hf'.mono sl, hf'.mono sr, ha, hb⟩
  have hs : slopeSq f' f' a c b = ∫ x in a..b, ‖f' x‖ ^ 2 :=
    intervalIntegral.integral_add_adjacent_intervals
      (((hf'.mono sl).norm.pow 2).intervalIntegrable_of_Icc hc.1)
      (((hf'.mono sr).norm.pow 2).intervalIntegrable_of_Icc hc.2)
  constructor
  · have h1 := h.density_sq_le
    rwa [hnorm, one_mul, hs] at h1
  · intro g
    have h1 := h.energy_ge g
    rw [hnorm, deltaEnergy, hs] at h1
    linarith

/-- The trial state `sinh (g (L - |x|))` in the box `[-L, L]`. -/
def boxState (g L x : ℝ) : ℝ := Real.sinh (g * (L - |x|))

/-- The slope of the trial state to the left of the origin. -/
def boxSlopeLeft (g L x : ℝ) : ℝ := g * Real.cosh (g * (L + x))

/-- The slope of the trial state to the right of the origin. -/
def boxSlopeRight (g L x : ℝ) : ℝ := -(g * Real.cosh (g * (L - x)))

/-- The trial state vanishes at the walls of `[-L, L]` and has the stated slopes on the two sides
of the origin. -/
theorem boxState_cuspState (g : ℝ) {L : ℝ} (hL : 0 ≤ L) :
    CuspState (boxState g L) (boxSlopeLeft g L) (boxSlopeRight g L) (-L) 0 L where
  le_left := by linarith
  le_right := hL
  deriv_left := fun x hx => by
    have h1 : HasDerivAt (fun y : ℝ => g * (L + y)) (g * 1) x :=
      ((hasDerivAt_id' x).const_add L).const_mul g
    have e : ∀ y ∈ Icc (-L) 0, boxState g L y = Real.sinh (g * (L + y)) := fun y hy => by
      rw [boxState, abs_of_nonpos hy.2, sub_neg_eq_add]
    exact (h1.sinh.congr_deriv (by unfold boxSlopeLeft; ring)).hasDerivWithinAt.congr e (e x hx)
  deriv_right := fun x hx => by
    have h1 : HasDerivAt (fun y : ℝ => g * (L - y)) (g * (-1)) x :=
      ((hasDerivAt_id' x).const_sub L).const_mul g
    have e : ∀ y ∈ Icc 0 L, boxState g L y = Real.sinh (g * (L - y)) := fun y hy => by
      rw [boxState, abs_of_nonneg hy.1]
    exact (h1.sinh.congr_deriv (by unfold boxSlopeRight; ring)).hasDerivWithinAt.congr e (e x hx)
  cont_left := by
    have h : Continuous (boxSlopeLeft g L) := by unfold boxSlopeLeft; fun_prop
    exact h.continuousOn
  cont_right := by
    have h : Continuous (boxSlopeRight g L) := by unfold boxSlopeRight; fun_prop
    exact h.continuousOn
  wall_left := by simp [boxState, abs_of_nonneg hL]
  wall_right := by simp [boxState, abs_of_nonneg hL]

/-- For `g > 0` the constant `-g²/2` is sharp: for any larger `E₀`, the trial state in some box has
energy below `E₀` times its norm integral. -/
theorem delta_well_sharp {g E₀ : ℝ} (hg : 0 < g) (hE : -g ^ 2 / 2 < E₀) :
    ∃ L > 0, deltaEnergy g (boxState g L) (boxSlopeLeft g L) (boxSlopeRight g L) (-L) 0 L <
      E₀ * ∫ x in (-L)..L, ‖boxState g L x‖ ^ 2 := by
  obtain ⟨δ, hδ, rfl⟩ : ∃ δ > 0, E₀ = δ - g ^ 2 / 2 :=
    ⟨E₀ + g ^ 2 / 2, by linarith, by ring⟩
  obtain ⟨L, hL1, hLδ⟩ : ∃ L : ℝ, 1 ≤ L ∧ 3 < 2 * g * δ * L := by
    have h0 : 0 < 2 * g * δ := by positivity
    have h1 : 0 < 3 / (2 * g * δ) := by positivity
    have h2 : 2 * g * δ * (3 / (2 * g * δ)) = 3 := mul_div_cancel₀ 3 h0.ne'
    exact ⟨1 + 3 / (2 * g * δ), by linarith, by rw [mul_add, h2]; linarith⟩
  have hL : 0 < L := by linarith
  refine ⟨L, hL, ?_⟩
  -- both integrated squares reduce to the same exponential integral
  have rl : ∫ x in (-L)..0, ‖boxSlopeLeft g L x - g • boxState g L x‖ ^ 2 =
      ∫ y in (0 : ℝ)..L, g ^ 2 * Real.exp (-(2 * g * y)) := by
    have ht := intervalIntegral.integral_comp_add_left (a := -L) (b := 0)
      (fun y => g ^ 2 * Real.exp (-(2 * g * y))) L
    rw [add_neg_cancel, add_zero] at ht
    refine Eq.trans (intervalIntegral.integral_congr fun x hx => ?_) ht
    rw [uIcc_of_le (by linarith)] at hx
    have e : boxSlopeLeft g L x - g • boxState g L x = g * Real.exp (-(g * (L + x))) := by
      rw [boxSlopeLeft, boxState, abs_of_nonpos hx.2, sub_neg_eq_add, smul_eq_mul,
        ← Real.cosh_sub_sinh]
      ring
    rw [e, Real.norm_eq_abs, sq_abs, mul_pow, ← Real.exp_nat_mul]
    congr 2
    push_cast
    ring
  have rr : ∫ x in (0 : ℝ)..L, ‖boxSlopeRight g L x + g • boxState g L x‖ ^ 2 =
      ∫ y in (0 : ℝ)..L, g ^ 2 * Real.exp (-(2 * g * y)) := by
    have ht := intervalIntegral.integral_comp_sub_left (a := 0) (b := L)
      (fun y => g ^ 2 * Real.exp (-(2 * g * y))) L
    rw [sub_self, sub_zero] at ht
    refine Eq.trans (intervalIntegral.integral_congr fun x hx => ?_) ht
    rw [uIcc_of_le hL.le] at hx
    have e : boxSlopeRight g L x + g • boxState g L x = -(g * Real.exp (-(g * (L - x)))) := by
      rw [boxSlopeRight, boxState, abs_of_nonneg hx.1, smul_eq_mul, ← Real.cosh_sub_sinh]
      ring
    rw [e, norm_neg, Real.norm_eq_abs, sq_abs, mul_pow, ← Real.exp_nat_mul]
    congr 2
    push_cast
    ring
  have hI : ∫ y in (0 : ℝ)..L, g ^ 2 * Real.exp (-(2 * g * y)) ≤ g / 2 := by
    have hd : ∀ x ∈ uIcc 0 L, HasDerivAt (fun y : ℝ => -(g / 2) * Real.exp (-(2 * g * y)))
        (g ^ 2 * Real.exp (-(2 * g * x))) x := fun x _ => by
      have h1 : HasDerivAt (fun y : ℝ => -(2 * g * y)) (-(2 * g * 1)) x :=
        ((hasDerivAt_id' x).const_mul (2 * g)).fun_neg
      exact (h1.exp.const_mul (-(g / 2))).congr_deriv (by ring)
    have hc : Continuous fun y : ℝ => g ^ 2 * Real.exp (-(2 * g * y)) := by fun_prop
    rw [intervalIntegral.integral_eq_sub_of_hasDerivAt hd (hc.intervalIntegrable 0 L),
      mul_zero, neg_zero, Real.exp_zero]
    have hp : 0 < g / 2 * Real.exp (-(2 * g * L)) := by positivity
    linarith
  -- the norm integral grows at least like the cube of the box size
  have hN : g ^ 2 * L ^ 3 / 3 ≤ ∫ x in (-L)..L, ‖boxState g L x‖ ^ 2 := by
    have hu : Continuous fun x => ‖boxState g L x‖ ^ 2 := by unfold boxState; fun_prop
    have hw : Continuous fun x : ℝ => g ^ 2 * (L - x) ^ 2 := by fun_prop
    have hpoly : ∫ x in (0 : ℝ)..L, g ^ 2 * (L - x) ^ 2 = g ^ 2 * L ^ 3 / 3 :=
      (intervalIntegral.integral_comp_sub_left (fun y => g ^ 2 * y ^ 2) L).trans (by
        rw [sub_self, sub_zero, intervalIntegral.integral_const_mul, integral_pow]
        push_cast
        ring)
    have hm : ∫ x in (0 : ℝ)..L, g ^ 2 * (L - x) ^ 2 ≤ ∫ x in (0 : ℝ)..L, ‖boxState g L x‖ ^ 2 :=
      intervalIntegral.integral_mono_on hL.le (hw.intervalIntegrable 0 L)
        (hu.intervalIntegrable 0 L) fun x hx => by
          have ht : 0 ≤ g * (L - x) := mul_nonneg hg.le (by linarith [hx.2])
          rw [boxState, abs_of_nonneg hx.1, Real.norm_eq_abs, sq_abs, ← mul_pow]
          exact pow_le_pow_left₀ ht (Real.self_le_sinh_iff.2 ht) 2
    have h0 : 0 ≤ ∫ x in (-L)..0, ‖boxState g L x‖ ^ 2 :=
      intervalIntegral.integral_nonneg (by linarith) fun x _ => by positivity
    rw [← intervalIntegral.integral_add_adjacent_intervals (hu.intervalIntegrable (-L) 0)
      (hu.intervalIntegrable 0 L)]
    linarith
  rw [(boxState_cuspState g hL.le).energy_eq g, rl, rr]
  have h1 := mul_lt_mul_of_pos_left hLδ hg
  have h2 : δ * g ^ 2 * L ≤ δ * g ^ 2 * L ^ 3 :=
    mul_le_mul_of_nonneg_left (le_self_pow₀ hL1 (by norm_num)) (by positivity)
  have h3 := mul_le_mul_of_nonneg_left hN hδ.le
  linarith

end

end DeltaWellStability
```

```lean
#print axioms DeltaWellStability.delta_well_stability
-- 'DeltaWellStability.delta_well_stability' depends on axioms: [propext, Classical.choice, Quot.sound]
#print axioms DeltaWellStability.delta_well_sharp
-- 'DeltaWellStability.delta_well_sharp' depends on axioms: [propext, Classical.choice, Quot.sound]
```

## How the proof follows the calculation

`integral_slope_sub_sq` expands the square with a general constant `k` and evaluates the cross term by the fundamental theorem of calculus. `CuspState.energy_eq` uses it with `k = g` on the left and `k = -g` on the right, joins the two norm integrals, and finishes with `ring`. `CuspState.energy_ge` drops the nonnegative squares.

The step from energy to density turns on Mathlib's `discrim_le_zero`: if a quadratic is nonnegative at every real argument, its discriminant is at most zero. The variable here is the coupling `g`, which is why the energy bound is proved for all real `g`. The lemma doesn't require a positive leading coefficient, so $N=0$ needs no separate case.

`delta_well_stability` puts `f'` in both slope slots and merges the two integrals. For sharpness, `boxState_cuspState` checks the slopes and walls of the sinh state. `delta_well_sharp` then sets $\delta=E_0+g^2/2$ and picks $L\ge1$ with $2g\delta L>3$. Its steps `rl`, `rr` and `hI` bound the squares, and `hN` gives the cubic growth of the norm.
